# The effective-range s-wave cross section has a peak at positive momentum exactly when r/a > 1

The low-energy parameter in the Lean definitions is the inverse scattering length κ, not the scattering length a. With κ as the variable, the unitary limit κ = 0 is an ordinary parameter value, and no definition divides by a. The scattering length enters only in the main theorem, through the hypothesis κa = 1, which also forces a ≠ 0. The effective range r may be any real number, including zero. The sign convention is k cot δ = −1/a + r k²/2, for wave number k and s-wave phase shift δ.

## Peak position and height

Let k > 0 be the relative momentum in units of ħ, that is, the wave number, and let δ be the s-wave phase shift. The effective-range approximation keeps two terms of k cot δ, written here as g(k):

g(k) = −κ + r k²/2, with κ = 1/a.

The s-wave cross section is then

σ(k) = 4π / (g(k)² + k²).

It attains a maximum over k > 0 if and only if r/a > 1. In that case there is exactly one maximiser, and it satisfies

k² = 2/(ar) − 2/r².

The height of the peak is

σ = 4π r² / (2r/a − 1).

The condition r/a > 1 requires a and r to have the same sign, which may be positive or negative. When both are negative, the phase shift rises through π/2 (modulo π) as k increases, as at a resonance. When both are positive, it falls through that value, and the peak of the formula should not be read as a resonance.

## Peak searches in fitted scattering data

A scattering code that fits k cot δ to a straight line in k² obtains a and r, and within this two-parameter, single-channel model the result locates the cross-section peak without a scan. It can also test a numerical scan of the same model. If r/a ≤ 1, the cross section decreases strictly with k, so a grid search returns the lowest momentum on the grid, and that point is not a resonance peak.

The peak is also not the point where the phase shift passes through π/2 (modulo π). There g(k) = 0, which gives k² = 2/(ar) when ar > 0. If r/a > 1, the cross-section maximum lies lower in k² by 2/r². A routine that reads a resonance position from the zero of k cot δ and another that reads it from the largest cross section will then disagree by this amount in k², even with exact arithmetic.

## From the amplitude to the maximiser

The s-wave amplitude is f = 1/(g − ik). Since g and k are real, |g − ik|² = g² + k², and σ = 4π|f|² gives the formula above. Call the denominator D(k). Expanding the square gives

D(k) = κ² + (1 − rκ) k² + r² k⁴/4.

For two positive momenta k and q, the constant κ² cancels in the difference, and the rest factors:

D(q) − D(k) = (q² − k²) · (r²(q² + k²)/4 + 1 − rκ).

Both denominators are positive, so σ(q) ≤ σ(k) holds exactly when this product is non-negative.

Suppose that k > 0 is a maximiser of σ. Then D has a minimum at k, which is an interior point of the half-line, so the derivative vanishes:

D′(k) = k · (r²k² − 2(rκ − 1)) = 0.

Because k ≠ 0, this gives the peak condition

r²k² = 2(rκ − 1).

Conversely, suppose that k > 0 satisfies the peak condition. Then 1 − rκ = −r²k²/2, the second factor becomes r²(q² − k²)/4, and

D(q) − D(k) = r²(q² − k²)²/4 ≥ 0

for every q > 0. The stationary point is therefore a global maximum of σ, and no second-derivative test is needed.

It remains to see when the peak condition has a positive solution. For r = 0 it reads 0 = −2, which is impossible. For r ≠ 0 and k > 0 the left side is positive, so rκ > 1 is necessary. It is also sufficient, because k = √(2(rκ − 1)/r²) is then a positive solution. The condition fixes k², and only one positive k has a given square, so the maximiser is unique. Dividing by r² and setting κ = 1/a gives

k² = 2κ/r − 2/r² = 2/(ar) − 2/r².

If rκ ≤ 1, the second factor in D(q) − D(k) is positive for all positive k and q: it equals 1 when r = 0, and otherwise it contains the positive term r²(q² + k²)/4. Hence D increases strictly and σ decreases strictly.

The value at the peak follows from the same condition:

r g(k) = −rκ + r²k²/2 = −rκ + (rκ − 1) = −1.

So g = −1/r, and

D(k) = 1/r² + 2(rκ − 1)/r² = (2rκ − 1)/r²,

which gives the stated height. Since g ≠ 0, the denominator exceeds k², and the peak lies strictly below the s-wave unitarity bound 4π/k².

## A case with a = −1 and r = −3

Take a = −1 and r = −3 in some unit of length. Then r/a = 3 > 1, so there is a peak, at

k² = 2/3 − 2/9 = 4/9, k = 2/3.

There g = 1 − (3/2)(4/9) = 1/3, so r g = −1 as required. The denominator is 1/9 + 4/9 = 5/9, and

σ = 4π · 9/5 = 36π/5 ≈ 22.6.

The height formula gives the same value, 4π · 9/(6 − 1). The unitarity bound at this momentum is 9π ≈ 28.3. At the zero of g, where k² = 2/3, the cross section is 6π ≈ 18.8: it meets the unitarity bound there, but it is smaller than at the peak.

## The Lean source

```lean
import Mathlib

open Set

namespace EffectiveRangePeak

noncomputable section

/-- The effective-range approximation to `k cot δ`, with inverse scattering length `κ`
and effective range `r`. -/
def kCotDelta (κ r k : ℝ) : ℝ := -κ + r * k ^ 2 / 2

/-- The s-wave scattering amplitude `1 / (k cot δ - i k)`. -/
def amplitude (κ r k : ℝ) : ℂ := ((kCotDelta κ r k : ℂ) - Complex.I * (k : ℂ))⁻¹

/-- The s-wave cross section, `4π` times the squared modulus of the amplitude. -/
def crossSection (κ r k : ℝ) : ℝ := 4 * Real.pi * ‖amplitude κ r k‖ ^ 2

/-- The cross section equals `4π / ((k cot δ)² + k²)`. -/
theorem crossSection_eq (κ r k : ℝ) :
    crossSection κ r k = 4 * Real.pi / (kCotDelta κ r k ^ 2 + k ^ 2) := by
  have h : Complex.normSq ((kCotDelta κ r k : ℂ) - Complex.I * (k : ℂ))
      = kCotDelta κ r k ^ 2 + k ^ 2 := by
    simp [Complex.normSq_apply]
    ring
  rw [crossSection, amplitude, Complex.sq_norm, Complex.normSq_inv, h, div_eq_mul_inv]

/-- Comparing the cross sections at two positive momenta amounts to finding the sign of a factored
polynomial in the squared momenta. -/
theorem crossSection_le_iff {κ r k q : ℝ} (hk : 0 < k) (hq : 0 < q) :
    crossSection κ r q ≤ crossSection κ r k ↔
      0 ≤ (q ^ 2 - k ^ 2) * (r ^ 2 * (q ^ 2 + k ^ 2) / 4 + 1 - r * κ) := by
  have hpi : 0 < 4 * Real.pi := by positivity
  have hDk : 0 < kCotDelta κ r k ^ 2 + k ^ 2 := by positivity
  have hDq : 0 < kCotDelta κ r q ^ 2 + q ^ 2 := by positivity
  have key : 4 * Real.pi * (kCotDelta κ r q ^ 2 + q ^ 2)
      - 4 * Real.pi * (kCotDelta κ r k ^ 2 + k ^ 2)
      = 4 * Real.pi *
        ((q ^ 2 - k ^ 2) * (r ^ 2 * (q ^ 2 + k ^ 2) / 4 + 1 - r * κ)) := by
    unfold kCotDelta
    ring
  rw [crossSection_eq, crossSection_eq, div_le_div_iff₀ hDq hDk, ← sub_nonneg, key,
    mul_nonneg_iff_of_pos_left hpi]

/-- A momentum `k > 0` maximises the cross section over all positive momenta exactly when
`r² k² = 2 (r κ - 1)`. -/
theorem isPeak_iff {κ r k : ℝ} (hk : 0 < k) :
    IsMaxOn (crossSection κ r) (Ioi 0) k ↔ r ^ 2 * k ^ 2 = 2 * (r * κ - 1) := by
  rw [isMaxOn_iff]
  constructor
  · intro h
    -- the momentum-dependent part of the denominator has a local minimum at k
    have hev : ∀ᶠ q in nhds k, r ^ 2 / 4 * k ^ 4 + (1 - r * κ) * k ^ 2
        ≤ r ^ 2 / 4 * q ^ 4 + (1 - r * κ) * q ^ 2 := by
      filter_upwards [Ioi_mem_nhds hk] with q hq
      have := (crossSection_le_iff hk hq).1 (h q hq)
      nlinarith [this]
    have hmin : IsLocalMin (fun q : ℝ => r ^ 2 / 4 * q ^ 4 + (1 - r * κ) * q ^ 2) k := hev
    have h4 : HasDerivAt (fun q : ℝ => q ^ 4) (4 * k ^ 3) k := by
      simpa using hasDerivAt_pow 4 k
    have h2 : HasDerivAt (fun q : ℝ => q ^ 2) (2 * k) k := by
      simpa using hasDerivAt_pow 2 k
    -- so its derivative vanishes there
    have h0 := hmin.hasDerivAt_eq_zero
      ((h4.const_mul (r ^ 2 / 4)).fun_add (h2.const_mul (1 - r * κ)))
    have h1 : k * (r ^ 2 * k ^ 2 - 2 * (r * κ - 1)) = 0 := by
      linear_combination h0
    rcases mul_eq_zero.1 h1 with h3 | h3
    · exact absurd h3 hk.ne'
    · linarith
  · intro h q hq
    rw [crossSection_le_iff hk hq]
    -- the difference of the denominators is a perfect square
    have hsq : (q ^ 2 - k ^ 2) * (r ^ 2 * (q ^ 2 + k ^ 2) / 4 + 1 - r * κ)
        = r ^ 2 * (q ^ 2 - k ^ 2) ^ 2 / 4 := by
      linear_combination (q ^ 2 - k ^ 2) / 2 * h
    rw [hsq]
    positivity

/-- The cross section attains a maximum at some positive momentum exactly when `r κ > 1`. -/
theorem exists_peak_iff (κ r : ℝ) :
    (∃ k, 0 < k ∧ IsMaxOn (crossSection κ r) (Ioi 0) k) ↔ 1 < r * κ := by
  constructor
  · rintro ⟨k, hk, hm⟩
    have h := (isPeak_iff hk).1 hm
    have hr : r ≠ 0 := by
      intro h0
      rw [h0] at h
      norm_num at h
    have : 0 < r ^ 2 * k ^ 2 := by positivity
    linarith
  · intro h
    have hr : r ≠ 0 := by
      intro h0
      rw [h0, zero_mul] at h
      linarith
    have hnum : 0 < 2 * (r * κ - 1) := by linarith
    have hX : 0 < 2 * (r * κ - 1) / r ^ 2 := div_pos hnum (by positivity)
    refine ⟨Real.sqrt (2 * (r * κ - 1) / r ^ 2), Real.sqrt_pos.2 hX, ?_⟩
    rw [isPeak_iff (Real.sqrt_pos.2 hX), Real.sq_sqrt hX.le]
    exact mul_div_cancel₀ _ (pow_ne_zero 2 hr)

/-- For scattering length `a = 1/κ`, the cross section has a maximum over `k > 0` if and only
if `r/a > 1`; the maximiser is then unique and satisfies `k² = 2/(a r) - 2/r²`. -/
theorem crossSection_peak {κ a r : ℝ} (ha : κ * a = 1) :
    ((∃ k, 0 < k ∧ IsMaxOn (crossSection κ r) (Ioi 0) k) ↔ 1 < r / a) ∧
    (1 < r / a → ∃ k₀, 0 < k₀ ∧ k₀ ^ 2 = 2 / (a * r) - 2 / r ^ 2 ∧
      ∀ k, 0 < k → (IsMaxOn (crossSection κ r) (Ioi 0) k ↔ k = k₀)) := by
  have ha0 : a ≠ 0 := by
    intro h0
    rw [h0, mul_zero] at ha
    exact zero_ne_one ha
  have hκ : κ = 1 / a := eq_div_of_mul_eq ha0 ha
  have hrκ : r * κ = r / a := by rw [hκ]; ring
  have hiff := exists_peak_iff κ r
  rw [hrκ] at hiff
  refine ⟨hiff, fun h => ?_⟩
  have hr : r ≠ 0 := by
    intro h0
    rw [h0, zero_div] at h
    linarith
  obtain ⟨k₀, h0, hm⟩ := hiff.2 h
  have e0 := (isPeak_iff h0).1 hm
  refine ⟨k₀, h0, ?_, fun k hk => ⟨fun hmk => ?_, fun e => e ▸ hm⟩⟩
  · have e1 : k₀ ^ 2 = 2 * (r * κ - 1) / r ^ 2 :=
      eq_div_of_mul_eq (pow_ne_zero 2 hr) (by linear_combination e0)
    rw [e1, hκ]
    field_simp
  · -- two maximisers have the same squared momentum
    have e := (isPeak_iff hk).1 hmk
    have e2 : k ^ 2 = k₀ ^ 2 := mul_left_cancel₀ (pow_ne_zero 2 hr) (e.trans e0.symm)
    exact (sq_eq_sq₀ hk.le h0.le).1 e2

/-- If `r κ ≤ 1`, the cross section decreases strictly with momentum over `k > 0`. -/
theorem crossSection_strictAntiOn {κ r : ℝ} (h : r * κ ≤ 1) :
    StrictAntiOn (crossSection κ r) (Ioi 0) := by
  intro k hk q hq hkq
  have hk' : 0 < k := hk
  have hq' : 0 < q := hq
  refine lt_of_not_ge fun hle => ?_
  have h1 := (crossSection_le_iff hq' hk').1 hle
  have h2 : k ^ 2 - q ^ 2 < 0 := by nlinarith
  have h3 : 0 < r ^ 2 * (k ^ 2 + q ^ 2) / 4 + 1 - r * κ := by
    by_cases hr : r = 0
    · rw [hr]
      norm_num
    · have : 0 < r ^ 2 * (k ^ 2 + q ^ 2) / 4 := by positivity
      linarith
  have h4 := mul_neg_of_neg_of_pos h2 h3
  linarith

/-- Under the peak condition, `k cot δ` times the effective range equals `-1`. -/
theorem kCotDelta_at_peak {κ r k : ℝ} (h : r ^ 2 * k ^ 2 = 2 * (r * κ - 1)) :
    r * kCotDelta κ r k = -1 := by
  unfold kCotDelta
  linear_combination h / 2

/-- Under the peak condition, the cross section equals `4π r² / (2 r κ - 1)`. -/
theorem crossSection_at_peak {κ r k : ℝ} (h : r ^ 2 * k ^ 2 = 2 * (r * κ - 1)) :
    crossSection κ r k = 4 * Real.pi * r ^ 2 / (2 * r * κ - 1) := by
  have hg := kCotDelta_at_peak h
  have hD : r ^ 2 * (kCotDelta κ r k ^ 2 + k ^ 2) = 2 * r * κ - 1 := by
    linear_combination (r * kCotDelta κ r k - 1) * hg + h
  have hpos : 0 < 2 * r * κ - 1 := by
    have : 0 ≤ r ^ 2 * k ^ 2 := by positivity
    linarith
  have hne : kCotDelta κ r k ^ 2 + k ^ 2 ≠ 0 := by
    intro h0
    rw [h0, mul_zero] at hD
    linarith
  rw [crossSection_eq, div_eq_div_iff hne hpos.ne']
  linear_combination (-4 * Real.pi) * hD

/-- At a peak with `k > 0`, the cross section lies strictly below the s-wave unitarity
bound `4π / k²`. -/
theorem peak_lt_unitarity {κ r k : ℝ} (hk : 0 < k)
    (hm : IsMaxOn (crossSection κ r) (Ioi 0) k) :
    crossSection κ r k < 4 * Real.pi / k ^ 2 := by
  have hg := kCotDelta_at_peak ((isPeak_iff hk).1 hm)
  have hg0 : kCotDelta κ r k ≠ 0 := by
    intro h0
    rw [h0, mul_zero] at hg
    linarith
  have hpos : 0 < 4 * Real.pi * kCotDelta κ r k ^ 2 := by positivity
  rw [crossSection_eq, div_lt_div_iff₀ (by positivity) (by positivity)]
  linarith

end

end EffectiveRangePeak
```

```lean
#print axioms EffectiveRangePeak.crossSection_peak
-- 'EffectiveRangePeak.crossSection_peak' depends on axioms: [propext, Classical.choice, Quot.sound]
#print axioms EffectiveRangePeak.crossSection_strictAntiOn
-- 'EffectiveRangePeak.crossSection_strictAntiOn' depends on axioms: [propext, Classical.choice, Quot.sound]
#print axioms EffectiveRangePeak.crossSection_at_peak
-- 'EffectiveRangePeak.crossSection_at_peak' depends on axioms: [propext, Classical.choice, Quot.sound]
#print axioms EffectiveRangePeak.peak_lt_unitarity
-- 'EffectiveRangePeak.peak_lt_unitarity' depends on axioms: [propext, Classical.choice, Quot.sound]
```

## Momentum, amplitude and maximum as Lean objects

`kCotDelta κ r k` is the polynomial g(k). The phase shift itself is not defined as an angle; only the combination k cot δ enters. `amplitude` is the complex number 1/(g − ik), and `crossSection` is 4π times its squared modulus. The factor 4π is the convention for distinguishable particles. A different constant prefactor would change the height but not the position of the peak.

The expression `IsMaxOn (crossSection κ r) (Ioi 0) k` says that σ(q) ≤ σ(k) for every q > 0. It does not say that k itself is positive, which is why `0 < k` appears separately.

The main theorem, `crossSection_peak`, has two parts. The first is the equivalence between the existence of a positive maximiser and `1 < r / a`. The second says that, under `1 < r / a`, there is a positive `k₀` with the stated square, and that a positive k is a maximiser if and only if it equals `k₀`. This gives the position and the uniqueness together. The theorem `exists_peak_iff` states the existence criterion in terms of κ, and so includes κ = 0, where there is no peak.

## How the lemmas follow the calculation

`crossSection_eq` computes the squared modulus and turns the amplitude definition into 4π/(g² + k²). `crossSection_le_iff` clears the two positive denominators and uses `ring` to verify the factorisation of D(q) − D(k).

`isPeak_iff` is the central lemma. In the forward direction, the comparison lemma shows that D without its constant term has a local minimum at k. The derivative at a local minimum is zero, and `linear_combination` brings that equation into the form k · (r²k² − 2(rκ − 1)) = 0. In the reverse direction, the perfect-square identity is checked with the peak condition as input, and `positivity` supplies its sign.

`exists_peak_iff` excludes r = 0 and, for the converse, supplies the square root explicitly. `crossSection_peak` translates rκ into r/a, solves for k₀², and obtains uniqueness by cancelling r² and comparing squares of positive numbers.

The remaining theorems use the same ingredients. `crossSection_strictAntiOn` assumes rκ ≤ 1 and derives a contradiction from the signs of the two factors if σ failed to decrease. `kCotDelta_at_peak` proves r g = −1, `crossSection_at_peak` turns this into the height, and `peak_lt_unitarity` uses g ≠ 0 for the strict inequality. The first two of these three take the peak condition as their hypothesis and do not require k > 0, while the third assumes an actual maximiser at positive momentum.

## Limits of the two-parameter model

The theorems concern exact real numbers and the truncated formula for k cot δ. That formula is assumed, not derived from a potential or from a Schrödinger equation. The values of a and r are inputs, and nothing is shown about whether a given interaction produces them.

In an application, the peak is meaningful only if the omitted terms, which begin with k⁴ for a short-range potential, are small at the peak momentum. This has to be judged from the data or the potential, since a and r alone do not determine those terms. Higher partial waves and inelastic channels are also absent, so a maximum in a measured total cross section need not sit at the momentum given here. Rounding error, grid spacing and the uncertainty of a fit are separate matters for the code. When r/a is close to 1, the two terms in 2/(ar) − 2/r² nearly cancel, and the equivalent form 2(r/a − 1)/r² shows directly how an error in r/a carries over to the peak position.
